# In a real positive semidefinite matrix, the residual of a new index is at most k + 1 times any eigenvalue of the block it forms with k maximum-volume pivots of positive minor

A basis function can look safely independent of those already chosen and still leave a nearly dependent set. Take three normalised functions, the first two with overlap $c$ close to 1 and the third orthogonal to both. With the first two as pivots, the third has residual 1, its full squared norm. Yet the combination with the unit coefficient vector $(1,-1,0)/\sqrt2$ has squared norm only $1-c$. The residual says nothing about near-dependence among the pivots themselves.

For $k$ linearly independent pivots of maximum volume, the residual does give a bound: if a further function has residual $d$, no overlap eigenvalue of the enlarged set is below $d/(k+1)$. Let $M$ be a real positive semidefinite matrix, such as the overlap matrix of a finite real basis, for which $x^TMx$ is the squared norm of the combination with coefficients $x$. Let $S$ be the set of $k$ pivots (not the overlap matrix, as in many textbooks).

In Lean 4 with Mathlib:

```lean
import Mathlib

open Matrix

namespace MaximumVolumePivots

noncomputable section

variable {n : Type*} {k : ℕ}
```

## Pivots, residual and enlarged block

The pivots are an injective list `s : Fin k ↪ n`; their order does not affect the minor. "Volume" means the principal minor $V=\det M[S,S]$, which for an overlap matrix is the square of the geometric volume. Maximality compares $V$ with every choice of $k$ distinct indices.

```lean
/-- The pivots `s` have maximum volume: no other choice of `k` distinct indices has a larger
principal minor of `M`. -/
def IsMaxVolume (M : Matrix n n ℝ) (s : Fin k ↪ n) : Prop :=
  ∀ t : Fin k ↪ n, (M.submatrix t t).det ≤ (M.submatrix s s).det
```

The residual of an index $i$ is $d=M_{ii}-M[i,S]\,M[S,S]^{-1}M[S,i]$. For an overlap matrix it is the squared norm of the part of function $i$ orthogonal to the pivots. The bounds on the residual below assume $V>0$, which for an overlap matrix means linearly independent pivots.

```lean
/-- The residual `M_ii - M[i,S] M[S,S]⁻¹ M[S,i]` of index `i` after elimination of the pivots,
for an invertible pivot block `M[S,S]`. -/
def residual (M : Matrix n n ℝ) (s : Fin k ↪ n) (i : n) : ℝ :=
  M i i - (fun a => M i (s a)) ⬝ᵥ ((M.submatrix s s)⁻¹ *ᵥ fun a => M (s a) i)
```

List $i$ first, at position 0, and then the pivots.

```lean
/-- The list of indices consisting of `i` followed by the pivots. -/
def withPivot (s : Fin k ↪ n) (i : n) : Fin (k + 1) → n := Fin.cons i s
```

The block of $M$ on this list is called $A$ below.

```lean
/-- The block of `M` on the index `i` and the pivots. -/
def bordered (M : Matrix n n ℝ) (s : Fin k ↪ n) (i : n) :
    Matrix (Fin (k + 1)) (Fin (k + 1)) ℝ :=
  M.submatrix (withPivot s i) (withPivot s i)
```

## From elimination to a bound on each component

For a positive semidefinite $A$ and real $t$,
$$0\le (x+ty)^TA(x+ty)=t^2\,y^TAy+2t\,x^TAy+x^TAx .$$
The discriminant of this quadratic in $t$ is therefore not positive, which is the Cauchy-Schwarz inequality $(x^TAy)^2\le(x^TAx)(y^TAy)$.

```lean
/-- The Cauchy-Schwarz inequality for the quadratic form of a real positive semidefinite
matrix. -/
theorem cauchy_schwarz {m : Type*} [Fintype m] {A : Matrix m m ℝ} (hA : A.PosSemidef)
    (x y : m → ℝ) : (x ⬝ᵥ A *ᵥ y) ^ 2 ≤ (x ⬝ᵥ A *ᵥ x) * (y ⬝ᵥ A *ᵥ y) := by
  have hT : Aᵀ = A := by
    ext a b
    simpa using hA.isHermitian.apply a b
  have hsymm : y ⬝ᵥ A *ᵥ x = x ⬝ᵥ A *ᵥ y := by
    rw [Matrix.dotProduct_mulVec, ← Matrix.mulVec_transpose, hT, dotProduct_comm]
  -- the form is nonnegative along the line x + t y, so its discriminant is not positive
  have hline : ∀ t : ℝ, 0 ≤ (y ⬝ᵥ A *ᵥ y) * (t * t) + (2 * (x ⬝ᵥ A *ᵥ y)) * t
      + x ⬝ᵥ A *ᵥ x := by
    intro t
    have h := hA.dotProduct_mulVec_nonneg (x + t • y)
    rw [star_trivial] at h
    simp only [Matrix.mulVec_add, Matrix.mulVec_smul, dotProduct_add, add_dotProduct,
      smul_dotProduct, dotProduct_smul, smul_eq_mul, hsymm] at h
    linarith
  have hd := discrim_le_zero hline
  unfold discrim at hd
  linarith
```

The diagonal cofactor $\operatorname{adj}(A)_{jj}$ has sign $(-1)^{j+j}=1$, so it is the minor of $A$ with position $j$ deleted.

```lean
/-- A diagonal entry of the adjugate is the principal minor with that index deleted. -/
theorem adjugate_diag (A : Matrix (Fin (k + 1)) (Fin (k + 1)) ℝ) (j : Fin (k + 1)) :
    A.adjugate j j = (A.submatrix j.succAbove j.succAbove).det := by
  rw [Matrix.adjugate_fin_succ_eq_det_submatrix, Even.neg_one_pow ⟨_, rfl⟩, one_mul]
```

Put $v=M[S,S]^{-1}M[S,i]$ and $w=(1,-v)$. The pivot rows of $Aw$ cancel and row 0 gives the residual, so $Aw=d\,e_0$. Multiplying by $\operatorname{adj}(A)$ gives $\det(A)\,w=d\,\operatorname{adj}(A)e_0$, whose component 0 reads
$$\det A=d\,\operatorname{adj}(A)_{00}=d\,V .$$

```lean
/-- For a nonsingular pivot block, adding the index `i` multiplies the principal minor by the
residual of `i`. -/
theorem det_bordered (M : Matrix n n ℝ) (s : Fin k ↪ n) (i : n)
    (hV : (M.submatrix s s).det ≠ 0) :
    (bordered M s i).det = residual M s i * (M.submatrix s s).det := by
  obtain ⟨v, hv⟩ : ∃ v, v = (M.submatrix s s)⁻¹ *ᵥ fun a => M (s a) i := ⟨_, rfl⟩
  have hBv : M.submatrix s s *ᵥ v = fun a => M (s a) i := by
    rw [hv, Matrix.mulVec_mulVec, Matrix.mul_nonsing_inv _ (isUnit_iff_ne_zero.mpr hV),
      Matrix.one_mulVec]
  have hres : residual M s i = M i i - ∑ a, M i (s a) * v a := by
    rw [hv]; rfl
  -- the elimination vector (1, -v) is mapped to the residual times the first unit vector
  have hAw : bordered M s i *ᵥ (Fin.cons 1 (fun a => -v a) : Fin (k + 1) → ℝ)
      = Pi.single 0 (residual M s i) := by
    ext a
    refine Fin.cases ?_ (fun a => ?_) a
    · rw [Pi.single_eq_same, hres]
      simp [Matrix.mulVec, dotProduct, Fin.sum_univ_succ, bordered, withPivot, sub_eq_add_neg]
    · have hb : ∑ x, M (s a) (s x) * v x = M (s a) i := congrFun hBv a
      rw [Pi.single_eq_of_ne (Fin.succ_ne_zero a)]
      simp [Matrix.mulVec, dotProduct, Fin.sum_univ_succ, bordered, withPivot, hb]
  -- Cramer's rule for the first component
  have h1 : ∀ w : Fin (k + 1) → ℝ, ((bordered M s i).adjugate *ᵥ (bordered M s i *ᵥ w)) 0
      = (bordered M s i).det * w 0 := by
    intro w
    rw [Matrix.mulVec_mulVec, Matrix.adjugate_mul]
    simp [Matrix.mulVec, dotProduct, Matrix.one_apply]
  have h2 : ((bordered M s i).adjugate *ᵥ Pi.single 0 (residual M s i)) 0
      = (bordered M s i).adjugate 0 0 * residual M s i := by
    simp [Matrix.mulVec, dotProduct, Pi.single_apply]
  have h3 : (bordered M s i).submatrix (Fin.succAbove 0) (Fin.succAbove 0)
      = M.submatrix s s := by
    ext a b
    simp [bordered, withPivot]
  have h4 := h1 (Fin.cons 1 (fun a => -v a))
  rw [hAw, h2, adjugate_diag, h3, Fin.cons_zero, mul_one] at h4
  rw [← h4, mul_comm]
```

Now let $i\notin S$. If $d\le0$, then $d\,y_j^2\le0\le y^TAy$. If $d>0$, let $D=\det A=dV>0$ and let $u$ be column $j$ of $\operatorname{adj}(A)$. Then $Au=De_j$, so $y^TAu=Dy_j$ and $u^TAu=D\operatorname{adj}(A)_{jj}$. Deleting position $j$ leaves $k$ distinct indices, so maximality gives $\operatorname{adj}(A)_{jj}\le V$. By Cauchy-Schwarz,
$$D^2y_j^2\le (y^TAy)\,D\operatorname{adj}(A)_{jj}\le (y^TAy)\,DV .$$
Division by $DV$ leaves $d\,y_j^2\le y^TAy$.

```lean
/-- For maximum-volume pivots with positive minor in a positive semidefinite matrix, and `i`
not a pivot, the residual times any squared component is at most the quadratic form of the
bordered block. -/
theorem component_bound {M : Matrix n n ℝ} (hM : M.PosSemidef) {s : Fin k ↪ n}
    (hmax : IsMaxVolume M s) (hV : 0 < (M.submatrix s s).det) {i : n}
    (hi : i ∉ Set.range s) (y : Fin (k + 1) → ℝ) (j : Fin (k + 1)) :
    residual M s i * y j ^ 2 ≤ y ⬝ᵥ bordered M s i *ᵥ y := by
  have hA : (bordered M s i).PosSemidef := hM.submatrix _
  have hq := hA.dotProduct_mulVec_nonneg y
  rw [star_trivial] at hq
  rcases le_or_gt (residual M s i) 0 with hd | hd
  · nlinarith [mul_nonneg (neg_nonneg.mpr hd) (sq_nonneg (y j))]
  have hD := det_bordered M s i hV.ne'
  have hDpos : 0 < (bordered M s i).det := by rw [hD]; exact mul_pos hd hV
  have hT : Function.Injective (withPivot s i) :=
    Fin.cons_injective_iff.mpr ⟨hi, s.injective⟩
  -- maximality bounds every diagonal cofactor
  have hu : (bordered M s i).adjugate j j ≤ (M.submatrix s s).det := by
    rw [adjugate_diag]
    exact hmax ⟨withPivot s i ∘ j.succAbove, hT.comp Fin.succAbove_right_injective⟩
  have hAu : bordered M s i *ᵥ (fun a => (bordered M s i).adjugate a j)
      = Pi.single j (bordered M s i).det := by
    ext a
    change (bordered M s i * (bordered M s i).adjugate) a j = _
    rw [Matrix.mul_adjugate]
    simp [Matrix.one_apply, Pi.single_apply]
  have cs := cauchy_schwarz hA y (fun a => (bordered M s i).adjugate a j)
  rw [hAu, dotProduct_single, dotProduct_single] at cs
  have h1 : residual M s i * y j ^ 2 * ((M.submatrix s s).det * (bordered M s i).det)
      ≤ (y ⬝ᵥ bordered M s i *ᵥ y) * ((M.submatrix s s).det * (bordered M s i).det) := by
    calc _ = (y j * (bordered M s i).det) ^ 2 := by rw [hD]; ring
      _ ≤ _ := cs
      _ ≤ _ := mul_le_mul_of_nonneg_left (mul_le_mul_of_nonneg_right hu hDpos.le) hq
  exact le_of_mul_le_mul_right h1 (mul_pos hV hDpos)
```

## The bound for vectors and eigenvalues

Summing over the $k+1$ components gives $d\,y^Ty\le(k+1)\,y^TAy$.

```lean
/-- For maximum-volume pivots with positive minor in a positive semidefinite matrix, and `i` not a
pivot, the quadratic form of the bordered block times `k + 1` is at least the residual times the
squared length. -/
theorem block_bound {M : Matrix n n ℝ} (hM : M.PosSemidef) {s : Fin k ↪ n}
    (hmax : IsMaxVolume M s) (hV : 0 < (M.submatrix s s).det) {i : n}
    (hi : i ∉ Set.range s) (y : Fin (k + 1) → ℝ) :
    residual M s i * (y ⬝ᵥ y) ≤ ((k : ℝ) + 1) * (y ⬝ᵥ bordered M s i *ᵥ y) := by
  calc residual M s i * (y ⬝ᵥ y) = ∑ j, residual M s i * y j ^ 2 := by
        simp only [dotProduct, Finset.mul_sum, pow_two]
    _ ≤ ∑ _j : Fin (k + 1), y ⬝ᵥ bordered M s i *ᵥ y :=
        Finset.sum_le_sum fun j _ => component_bound hM hmax hV hi y j
    _ = _ := by
        simp only [Finset.sum_const, Finset.card_univ, Fintype.card_fin, nsmul_eq_mul,
          Nat.cast_add, Nat.cast_one]
```

Let $x$ vanish outside $S\cup\{i\}$, as `hx` states, and let $y$ hold its entries there. The omitted terms are zero, so $x^Tx=y^Ty$ and $x^TMx=y^TAy$. Hence
$$d\,x^Tx\le(k+1)\,x^TMx .$$
For $k=0$ this is an equality.

```lean
/-- Let `M` be positive semidefinite with `k` maximum-volume pivots of positive minor, and let
`i` be another index. Every `x` supported on the pivots and `i` satisfies
`d xᵀx ≤ (k + 1) xᵀMx`, where `d` is the residual of `i`. -/
theorem max_volume_bound [Fintype n] {M : Matrix n n ℝ} (hM : M.PosSemidef) {s : Fin k ↪ n}
    (hmax : IsMaxVolume M s) (hV : 0 < (M.submatrix s s).det) {i : n}
    (hi : i ∉ Set.range s) (x : n → ℝ) (hx : ∀ j, j ∉ Set.range s → j ≠ i → x j = 0) :
    residual M s i * (x ⬝ᵥ x) ≤ ((k : ℝ) + 1) * (x ⬝ᵥ M *ᵥ x) := by
  have hT : Function.Injective (withPivot s i) :=
    Fin.cons_injective_iff.mpr ⟨hi, s.injective⟩
  have off : ∀ j, j ∉ Set.range (withPivot s i) → x j = 0 := by
    intro j hj
    apply hx j
    · rintro ⟨a, ha⟩
      exact hj ⟨a.succ, ha⟩
    · intro h
      exact hj ⟨0, h.symm⟩
  -- sums weighted by x only see the pivots and i
  have transfer : ∀ f : n → ℝ,
      ∑ a, x (withPivot s i a) * f (withPivot s i a) = ∑ j, x j * f j := fun f =>
    Fintype.sum_of_injective (withPivot s i) hT _ _
      (fun j hj => by simp [off j hj]) (fun _ => rfl)
  have hmul : bordered M s i *ᵥ (fun a => x (withPivot s i a))
      = fun a => (M *ᵥ x) (withPivot s i a) := by
    funext a
    change ∑ b, M (withPivot s i a) (withPivot s i b) * x (withPivot s i b)
      = ∑ j, M (withPivot s i a) j * x j
    exact Fintype.sum_of_injective (withPivot s i) hT _ _
      (fun j hj => by simp [off j hj]) (fun _ => rfl)
  have h := block_bound hM hmax hV hi (fun a => x (withPivot s i a))
  rw [hmul] at h
  have h1 : (fun a => x (withPivot s i a)) ⬝ᵥ (fun a => x (withPivot s i a)) = x ⬝ᵥ x :=
    transfer x
  have h2 : (fun a => x (withPivot s i a)) ⬝ᵥ (fun a => (M *ᵥ x) (withPivot s i a))
      = x ⬝ᵥ M *ᵥ x := transfer (M *ᵥ x)
  rwa [h1, h2] at h
```

If $Ay=\mu y$ with $y\ne0$, the block bound becomes $d\,y^Ty\le(k+1)\mu\,y^Ty$, and $y^Ty>0$ can be divided out. In a finite real basis with linearly independent maximum-volume pivots, the overlap eigenvalues of the enlarged set are thus at least $d/(k+1)$, a floor that falls as $k$ grows at a given residual. Whether the pivots found by a program have maximum volume is a separate question: greedy pivoted Cholesky does not guarantee it.

```lean
/-- For maximum-volume pivots with positive minor in a positive semidefinite matrix, and `i`
not a pivot, every eigenvalue of the bordered block times `k + 1` is at least the residual. -/
theorem eigenvalue_bound {M : Matrix n n ℝ} (hM : M.PosSemidef) {s : Fin k ↪ n}
    (hmax : IsMaxVolume M s) (hV : 0 < (M.submatrix s s).det) {i : n}
    (hi : i ∉ Set.range s) {μ : ℝ} {y : Fin (k + 1) → ℝ} (hy : y ≠ 0)
    (hμ : bordered M s i *ᵥ y = μ • y) : residual M s i ≤ ((k : ℝ) + 1) * μ := by
  have hpos : 0 < y ⬝ᵥ y :=
    lt_of_le_of_ne (Finset.sum_nonneg fun j _ => mul_self_nonneg (y j))
      (fun h => hy (dotProduct_self_eq_zero.mp h.symm))
  have h := block_bound hM hmax hV hi y
  rw [hμ, dotProduct_smul, smul_eq_mul] at h
  exact le_of_mul_le_mul_right (by linarith) hpos
```

## Two overlapping functions

Two normalised functions with overlap $c$, $|c|<1$, show how close the bound can come.

```lean
/-- The overlap matrix of two normalised functions with overlap `c`. -/
def pairOverlap (c : ℝ) : Matrix (Fin 2) (Fin 2) ℝ := !![1, c; c, 1]
```

Function 0 is the only pivot, so $k=1$.

```lean
/-- The first of two functions taken as the only pivot. -/
def firstPivot : Fin 1 ↪ Fin 2 := ⟨fun _ => 0, fun a b _ => Subsingleton.elim a b⟩
```

Both one-element minors are 1, so the pivot has maximum volume. The matrix is positive semidefinite because
$$x^TMx=\tfrac{1+c}{2}(x_0+x_1)^2+\tfrac{1-c}{2}(x_0-x_1)^2 .$$
The residual of function 1 is $d=1-c^2>0$. For $x=(1,-1)$, $x^Tx=2$ and $x^TMx=2-2c$ (for the normalised vector, 1 and $1-c$), so
$$d\,x^Tx=2(1-c^2)=(1+c)\,x^TMx .$$
Letting $c\to1$, a limit left to the reader, shows that no constant below 2 serves every such pair.

```lean
/-- For two normalised functions with overlap `c`, `|c| < 1`, the first function is a
maximum-volume pivot with positive minor, the second has positive residual, and the vector
`(1, -1)` gives equality with the factor `1 + c` in place of `k + 1 = 2`. -/
theorem pairOverlap_witness {c : ℝ} (hc : |c| < 1) :
    (pairOverlap c).PosSemidef ∧ IsMaxVolume (pairOverlap c) firstPivot ∧
    0 < ((pairOverlap c).submatrix firstPivot firstPivot).det ∧
    0 < residual (pairOverlap c) firstPivot 1 ∧
    residual (pairOverlap c) firstPivot 1 * (![1, -1] ⬝ᵥ ![1, -1])
      = (1 + c) * (![1, -1] ⬝ᵥ pairOverlap c *ᵥ ![1, -1]) := by
  obtain ⟨hl, hr⟩ := abs_lt.mp hc
  have hdiag : ∀ j, pairOverlap c j j = 1 := by
    intro j
    fin_cases j <;> simp [pairOverlap]
  have hone : ∀ t : Fin 1 ↪ Fin 2, ((pairOverlap c).submatrix t t).det = 1 := by
    intro t
    rw [Matrix.det_fin_one, Matrix.submatrix_apply, hdiag]
  have hB : (pairOverlap c).submatrix firstPivot firstPivot = 1 := by
    ext a b
    obtain rfl : a = b := Subsingleton.elim a b
    rw [Matrix.submatrix_apply, hdiag, Matrix.one_apply_eq]
  have hres : residual (pairOverlap c) firstPivot 1 = 1 - c * c := by
    unfold residual
    rw [hB, inv_one, Matrix.one_mulVec]
    have hp : ∀ a, firstPivot a = 0 := fun _ => rfl
    simp [dotProduct, pairOverlap, hp]
  refine ⟨?_, fun t => (hone t).trans_le (hone firstPivot).ge, ?_, ?_, ?_⟩
  · apply Matrix.PosSemidef.of_dotProduct_mulVec_nonneg
    · ext a b
      fin_cases a <;> fin_cases b <;> simp [pairOverlap]
    · intro x
      have hform : star x ⬝ᵥ pairOverlap c *ᵥ x
          = x 0 * (x 0 + c * x 1) + x 1 * (c * x 0 + x 1) := by
        simp [Matrix.mulVec, dotProduct, Fin.sum_univ_two, pairOverlap]
      rw [hform]
      nlinarith [mul_nonneg (by linarith : 0 ≤ 1 + c) (sq_nonneg (x 0 + x 1)),
        mul_nonneg (by linarith : 0 ≤ 1 - c) (sq_nonneg (x 0 - x 1))]
  · rw [hone]
    exact one_pos
  · rw [hres]
    nlinarith
  · have hq : ![1, -1] ⬝ᵥ pairOverlap c *ᵥ ![1, -1] = 2 - 2 * c := by
      simp [Matrix.mulVec, dotProduct, Fin.sum_univ_two, pairOverlap]
      ring
    have hn : (![1, -1] : Fin 2 → ℝ) ⬝ᵥ ![1, -1] = 2 := by
      norm_num [dotProduct, Fin.sum_univ_two]
    rw [hres, hq, hn]
    ring

end

end MaximumVolumePivots
```

```lean
#print axioms MaximumVolumePivots.max_volume_bound
#print axioms MaximumVolumePivots.eigenvalue_bound
```

```
'MaximumVolumePivots.max_volume_bound' depends on axioms: [propext, Classical.choice, Quot.sound]
'MaximumVolumePivots.eigenvalue_bound' depends on axioms: [propext, Classical.choice, Quot.sound]
```
